# For a permutation-invariant probability, the mean interaction energy is half the interaction summed against the pair density

To get the repulsion energy from a many-electron wavefunction on a lattice, I tabulate the pair density $\rho_2(i,j)$, multiply it by the interaction $v(i,j)$, sum over all sites $i$ and $j$, and halve the result. But I build $\rho_2$ from the positions of the first two electrons only, while the energy contains every pair. Why is nothing lost? Does the factor one half rely on $v(i,j)=v(j,i)$? And do the terms with $i=j$ let an electron repel itself?

## One pair stands for all of them

Nothing is lost, because relabelling the particles doesn't change the probability of a configuration, so every pair has the same mean interaction as the first. The half comes from counting pairs and needs no symmetry of $v$. The terms with $i=j$ describe two different particles at one site, and for an antisymmetric wavefunction they vanish, where for electrons with spin a site means a position together with a spin.

Let $N\ge 2$ particles, numbered from $0$, occupy sites of a finite set $X$. A configuration is $x=(x_0,\dots,x_{N-1})$, with weight $P(x)$. For a permutation $\sigma$ of the particle labels, write $(x\circ\sigma)_k=x_{\sigma(k)}$; invariance means $P(x\circ\sigma)=P(x)$. The interaction energy and the pair density are

$$W(x)=\sum_{p<q}v(x_p,x_q),\qquad \rho_2(i,j)=N(N-1)\sum_{x:\,x_0=i,\;x_1=j}P(x).$$

Take two distinct particles $p$ and $q$, and choose $\sigma$ with $\sigma(0)=p$ and $\sigma(1)=q$. Invariance gives

$$\sum_x P(x)\,v(x_p,x_q)=\sum_x P(x\circ\sigma)\,v\big((x\circ\sigma)_0,(x\circ\sigma)_1\big)=\sum_y P(y)\,v(y_0,y_1)=:m.$$

The second equality substitutes $y=x\circ\sigma$, which runs once through all configurations. Since $\sigma$ carries $0$ to $p$ and $1$ to $q$ in that order, the arguments of $v$ are never exchanged.

Particle $p$ has $N-1-p$ partners with a larger label, so the number of pairs is

$$\sum_{p=0}^{N-1}(N-1-p)=\frac{N(N-1)}2,\qquad\text{hence}\qquad \sum_x P(x)W(x)=\frac{N(N-1)}2\,m.$$

On the other side, each configuration enters $\rho_2(i,j)$ at exactly one pair of sites, $i=x_0$ and $j=x_1$. Therefore

$$\sum_{i,j}v(i,j)\rho_2(i,j)=N(N-1)\sum_xP(x)\,v(x_0,x_1)=N(N-1)\,m.$$

Comparing the two results gives

$$\sum_xP(x)W(x)=\frac12\sum_{i,j}v(i,j)\rho_2(i,j).$$

For electrons, the wavefunction obeys $\psi(x\circ\sigma)=\operatorname{sgn}(\sigma)\,\psi(x)$. The sign has modulus one, so $P=|\psi|^2$ is invariant. The interaction is diagonal in the site positions, so for a normalised $\psi$ its expectation value is $\sum_x\psi^*(x)W(x)\psi(x)=\sum_x|\psi(x)|^2W(x)$, and the formula applies.

If $x_0=x_1=i$, exchanging particles $0$ and $1$ leaves $x$ unchanged but reverses the sign of $\psi$. Thus $\psi(x)=-\psi(x)=0$, and $\rho_2(i,i)=0$. For electrons with spin, an element of $X$ has to specify both position and spin; two electrons of opposite spin at one position then occupy different elements.

### What the Lean statements say

A configuration is a function `Fin (n + 2) → X`, so $N=n+2$ and there are always at least two particles. The main theorem, `mean_pairEnergy`, takes a real function `P` satisfying `PermInvariant P` and an arbitrary real `v`. It asks for neither positivity nor normalisation of `P`. Probabilities are the case in which the weights are non-negative and sum to one; for other positive weights, divide both sides by their sum to obtain means.

The function `pairEnergy` is $W$: the set `Ioi p` contains the labels larger than `p`, so each pair is counted once. The function `pairDensity` is $\rho_2$, with prefactor `(n + 2) * (n + 1)`, and counts ordered pairs. Some texts normalise the pair density to $N(N-1)/2$ instead, and then the half in the energy formula disappears.

The quantum version, `expectation_pairEnergy`, assumes `Antisymmetric ψ` and uses the weight `born ψ`, which is $|\psi|^2$. It is an equation between complex numbers whose right side is real. The wavefunction may be unnormalised; the physical expectation value is obtained by dividing both sides by $\sum_x|\psi(x)|^2$. The vanishing diagonal is `pairDensity_diag`.

Finally, `antisymmetric_witness` exhibits a nonzero antisymmetric function for $N$ particles on $N$ sites. It is a Slater determinant without its normalising factor, equal to $1$ when each particle $p$ sits at site $p$; the normalised value there is $1/\sqrt{N!}$.

In electronic structure, the result reduces the repulsion energy of an $N$-electron state to a two-site table, provided that the site set is finite and the interaction is diagonal in it. Two-electron integrals in a general orbital basis need the full four-index density matrix. The step from this model to electrons in continuous space is the replacement of the finite sums by integrals, which needs its own convergence argument. Nor do the theorems say which tables $\rho_2$ come from some $N$-particle state, which is the question of N-representability.

```lean
import Mathlib

open Finset ComplexConjugate

namespace PairDensityEnergy

noncomputable section

variable {X : Type*} [Fintype X] [DecidableEq X] {n : ℕ}

/-- A weight on configurations of `n + 2` particles is permutation invariant if relabelling
the particles does not change it. -/
def PermInvariant (P : (Fin (n + 2) → X) → ℝ) : Prop :=
  ∀ (σ : Equiv.Perm (Fin (n + 2))) (x : Fin (n + 2) → X), P (x ∘ σ) = P x

/-- The interaction energy of a configuration: the sum of `v (x p) (x q)` over pairs `p < q`. -/
def pairEnergy (v : X → X → ℝ) (x : Fin (n + 2) → X) : ℝ :=
  ∑ p, ∑ q ∈ Ioi p, v (x p) (x q)

/-- The pair density: `N (N - 1)` times the weight of finding the first particle at `i` and
the second at `j`, with `N = n + 2`. -/
def pairDensity (P : (Fin (n + 2) → X) → ℝ) (i j : X) : ℝ :=
  ((n + 2) * (n + 1)) * ∑ x, if x 0 = i ∧ x 1 = j then P x else 0

/-- A wavefunction is antisymmetric if relabelling the particles multiplies it by the sign of
the permutation. -/
def Antisymmetric (ψ : (Fin (n + 2) → X) → ℂ) : Prop :=
  ∀ (σ : Equiv.Perm (Fin (n + 2))) (x : Fin (n + 2) → X),
    ψ (x ∘ σ) = ((Equiv.Perm.sign σ : ℤ) : ℂ) * ψ x

/-- The Born weight `|ψ(x)|²` of a configuration. -/
def born (ψ : (Fin (n + 2) → X) → ℂ) (x : Fin (n + 2) → X) : ℝ := ‖ψ x‖ ^ 2

/-- Among `m` particles there are `m (m - 1) / 2` pairs `p < q`. -/
theorem pair_count (m : ℕ) :
    ∑ p : Fin m, ((Ioi p).card : ℝ) = m * (m - 1) / 2 := by
  simp only [Fin.card_Ioi]
  induction m with
  | zero => simp
  | succ m ih =>
    have h0 : m + 1 - 1 - ((0 : Fin (m + 1)) : ℕ) = m := by simp
    have hs : ∀ i : Fin m, m + 1 - 1 - (i.succ : ℕ) = m - 1 - (i : ℕ) := by
      intro i
      rw [Fin.val_succ]
      omega
    rw [Fin.sum_univ_succ, h0]
    simp only [hs, ih]
    push_cast
    ring

omit [DecidableEq X] in
/-- For a permutation-invariant weight, the weighted sum of the interaction over configurations is
the same for any two distinct particles as for the first two. -/
theorem mean_pair {P : (Fin (n + 2) → X) → ℝ} (hP : PermInvariant P) (v : X → X → ℝ)
    {p q : Fin (n + 2)} (hpq : p ≠ q) :
    ∑ x, P x * v (x p) (x q) = ∑ x, P x * v (x 0) (x 1) := by
  -- a relabelling that carries particles 0, 1 to p, q
  obtain ⟨σ, h0, h1⟩ : ∃ σ : Equiv.Perm (Fin (n + 2)), σ 0 = p ∧ σ 1 = q := by
    have hq : (0 : Fin (n + 2)) ≠ Equiv.swap 0 p q := by
      intro h
      apply hpq
      have h' := congrArg (Equiv.swap 0 p) h
      rwa [Equiv.swap_apply_left, Equiv.swap_apply_self] at h'
    have h01 : (0 : Fin (n + 2)) ≠ 1 := by simp
    refine ⟨Equiv.swap 0 p * Equiv.swap 1 (Equiv.swap 0 p q), ?_, ?_⟩
    · rw [Equiv.Perm.mul_apply, Equiv.swap_apply_of_ne_of_ne h01 hq, Equiv.swap_apply_left]
    · rw [Equiv.Perm.mul_apply, Equiv.swap_apply_left, Equiv.swap_apply_self]
  refine Fintype.sum_equiv (Equiv.arrowCongr σ.symm (Equiv.refl X)) _ _ fun x => ?_
  change P x * v (x p) (x q) = P (x ∘ σ) * v (x (σ 0)) (x (σ 1))
  rw [hP, h0, h1]

/-- Summing a pair function against the pair density gives `N (N - 1)` times the weighted sum, over
configurations, of its value at the first two particles. -/
theorem sum_mul_pairDensity (P : (Fin (n + 2) → X) → ℝ) (v : X → X → ℝ) :
    ∑ i, ∑ j, v i j * pairDensity P i j
      = ((n + 2) * (n + 1)) * ∑ x, P x * v (x 0) (x 1) := by
  -- each configuration contributes at exactly one pair of sites
  have h : ∀ x : Fin (n + 2) → X, P x * v (x 0) (x 1)
      = ∑ i, ∑ j, v i j * (if x 0 = i ∧ x 1 = j then P x else 0) := by
    intro x
    symm
    refine (Finset.sum_eq_single (x 0) ?_ ?_).trans ?_
    · intro i _ hi
      exact Finset.sum_eq_zero fun j _ => by simp [hi.symm]
    · intro h
      exact absurd (Finset.mem_univ _) h
    · refine (Finset.sum_eq_single (x 1) ?_ ?_).trans ?_
      · intro j _ hj
        simp [hj.symm]
      · intro h
        exact absurd (Finset.mem_univ _) h
      · simp [mul_comm]
  have h3 : ∑ x, P x * v (x 0) (x 1)
      = ∑ i, ∑ j, ∑ x, v i j * (if x 0 = i ∧ x 1 = j then P x else 0) :=
    (Finset.sum_congr rfl fun x _ => h x).trans
      (Finset.sum_comm.trans (Finset.sum_congr rfl fun i _ => Finset.sum_comm))
  rw [h3]
  simp only [pairDensity, Finset.mul_sum]
  refine Finset.sum_congr rfl fun i _ => Finset.sum_congr rfl fun j _ =>
    Finset.sum_congr rfl fun x _ => ?_
  ring

/-- For a permutation-invariant weight, the weighted sum of the interaction energy over
configurations is half the sum of the interaction against the pair density. For a normalised
probability the left side is the mean interaction energy. -/
theorem mean_pairEnergy {P : (Fin (n + 2) → X) → ℝ} (hP : PermInvariant P)
    (v : X → X → ℝ) :
    ∑ x, P x * pairEnergy v x = 1 / 2 * ∑ i, ∑ j, v i j * pairDensity P i j := by
  rw [sum_mul_pairDensity]
  calc ∑ x, P x * pairEnergy v x
      = ∑ p, ∑ q ∈ Ioi p, ∑ x, P x * v (x p) (x q) := by
        simp only [pairEnergy, Finset.mul_sum]
        exact Finset.sum_comm.trans (Finset.sum_congr rfl fun p _ => Finset.sum_comm)
    _ = ∑ p : Fin (n + 2), ∑ _q ∈ Ioi p, ∑ x, P x * v (x 0) (x 1) :=
        Finset.sum_congr rfl fun p _ => Finset.sum_congr rfl fun q hq =>
          mean_pair hP v (Finset.mem_Ioi.mp hq).ne
    _ = (∑ p : Fin (n + 2), ((Ioi p).card : ℝ)) * ∑ x, P x * v (x 0) (x 1) := by
        rw [Finset.sum_mul]
        exact Finset.sum_congr rfl fun p _ => by rw [Finset.sum_const, nsmul_eq_mul]
    _ = 1 / 2 * (((n + 2) * (n + 1)) * ∑ x, P x * v (x 0) (x 1)) := by
        rw [pair_count]
        push_cast
        ring

/-- For an antisymmetric wavefunction, the sum of `ψ* W ψ` over configurations, with `W` the
interaction energy, is half the sum of the interaction against the pair density of `|ψ|²`. For a
normalised `ψ` the left side is the expectation value of `W`. -/
theorem expectation_pairEnergy {ψ : (Fin (n + 2) → X) → ℂ} (hψ : Antisymmetric ψ)
    (v : X → X → ℝ) :
    ∑ x, conj (ψ x) * (pairEnergy v x : ℂ) * ψ x
      = ((1 / 2 * ∑ i, ∑ j, v i j * pairDensity (born ψ) i j : ℝ) : ℂ) := by
  -- the sign of a permutation drops out of the Born weight
  have hP : PermInvariant (born ψ) := by
    intro σ x
    unfold born
    rw [hψ σ x]
    rcases Int.units_eq_one_or (Equiv.Perm.sign σ) with h | h <;> simp [h]
  rw [← mean_pairEnergy hP v, Complex.ofReal_sum]
  refine Finset.sum_congr rfl fun x _ => ?_
  rw [Complex.ofReal_mul, born, Complex.ofReal_pow, ← Complex.conj_mul']
  ring

/-- For an antisymmetric wavefunction the pair density vanishes when both sites coincide. -/
theorem pairDensity_diag {ψ : (Fin (n + 2) → X) → ℂ} (hψ : Antisymmetric ψ) (i : X) :
    pairDensity (born ψ) i i = 0 := by
  have h01 : (0 : Fin (n + 2)) ≠ 1 := by simp
  unfold pairDensity
  refine mul_eq_zero_of_right _ (Finset.sum_eq_zero fun x _ => ?_)
  split_ifs with h
  · -- exchanging the two particles leaves x fixed but flips the sign of ψ
    have hx : x ∘ Equiv.swap (0 : Fin (n + 2)) 1 = x := by
      funext k
      simp only [Function.comp_apply, Equiv.swap_apply_def]
      split_ifs with a b
      · rw [a, h.1, h.2]
      · rw [b, h.1, h.2]
      · rfl
    have e := hψ (Equiv.swap 0 1) x
    have c : (((-1 : ℤˣ) : ℤ) : ℂ) = -1 := by simp
    rw [hx, Equiv.Perm.sign_swap h01, c] at e
    have hz : ψ x = 0 := by linear_combination e / 2
    simp [born, hz]
  · rfl

/-- The unnormalised Slater determinant of `n + 2` particles on `n + 2` sites is antisymmetric,
and equals one when particle `p` sits at site `p` for every `p`. -/
theorem antisymmetric_witness :
    Antisymmetric (fun x : Fin (n + 2) → Fin (n + 2) =>
      ((1 : Matrix (Fin (n + 2)) (Fin (n + 2)) ℂ).submatrix x id).det) ∧
    ((1 : Matrix (Fin (n + 2)) (Fin (n + 2)) ℂ).submatrix id id).det = 1 := by
  constructor
  · intro σ x
    exact Matrix.det_permute σ ((1 : Matrix (Fin (n + 2)) (Fin (n + 2)) ℂ).submatrix x id)
  · rw [Matrix.submatrix_id_id, Matrix.det_one]

end

end PairDensityEnergy
```

```lean
#print axioms PairDensityEnergy.mean_pairEnergy
#print axioms PairDensityEnergy.expectation_pairEnergy
#print axioms PairDensityEnergy.pairDensity_diag
```

```
'PairDensityEnergy.mean_pairEnergy' depends on axioms: [propext, Classical.choice, Quot.sound]
'PairDensityEnergy.expectation_pairEnergy' depends on axioms: [propext, Classical.choice, Quot.sound]
'PairDensityEnergy.pairDensity_diag' depends on axioms: [propext, Classical.choice, Quot.sound]
```

### From the count of pairs to the energy

The lemma `pair_count` proves the number of pairs by induction. When a particle is added, the one labelled $0$ has all the others as partners, and the rest form the smaller system already counted.

The lemma `mean_pair` is the relabelling step. It builds $\sigma$ from two exchanges. The one applied first sends $1$ to the label that the second will carry to $q$, and leaves $0$ alone; the second sends $0$ to $p$. `Fintype.sum_equiv` then performs the substitution $y=x\circ\sigma$, and rewriting with `hP` uses the invariance of the weight.

In `sum_mul_pairDensity`, the two uses of `Finset.sum_eq_single` pick out $i=x_0$ and $j=x_1$ for a fixed configuration. Exchanging the order of the sums gives the contraction with $\rho_2$. This lemma needs no invariance, because both sides refer only to particles $0$ and $1$.

The `calc` block of `mean_pairEnergy` follows the derivation line by line: it moves the sum over configurations inside, replaces every pair's weighted sum by $m$, turns the constant sum into a number of pairs, and inserts `pair_count`.

For the quantum version, `expectation_pairEnergy` first shows that `born ψ` is invariant by treating the signs $+1$ and $-1$ separately. It then identifies $\psi^*\psi$ with $|\psi|^2$ term by term.

In `pairDensity_diag`, `hx` records that the exchange leaves the configuration unchanged, and `e` becomes $\psi(x)=-\psi(x)$, from which `linear_combination` obtains $\psi(x)=0$. The antisymmetry of the determinant comes from `Matrix.det_permute`, since relabelling particles permutes its rows.
